# A combination of neighbouring Legendre terms tends to zero if the terms h^l P_l(x) do

The Laplace expansion of the inverse distance between two points has, up to an overall factor, the terms h^l P_l(x), where h is the ratio of the smaller to the larger radius, x is the cosine of the angle between the position vectors, and P_l are the Legendre polynomials with P_l(1) = 1. The file defines a boundary term at each L, 2(L+1) [h^(L+2) P_L(x)/(2L+3) − h^(L+1) P_(L+1)(x)/(2L+1)]. The lemma says that if h^l P_l(x) tends to zero as l grows, this boundary term tends to zero as L grows. Here h and x are any fixed real numbers, and the decay of the terms is assumed, not proved. The proof bounds the prefactors 2(L+1)/(2L+3) and 2(L+1)/(2L+1) by 1 and 2. The absolute value of the boundary term is then at most a sum of absolute values, and the step `hlim` shows that this sum tends to zero.

The failing Lean file:

```lean
import Mathlib

open Filter Topology

namespace PartialWaveR12

noncomputable section

/-- Legendre polynomials as real functions, defined by `P_0 = 1`, `P_1 = x` and
Bonnet's recursion. -/
def legendre : ℕ → ℝ → ℝ
  | 0, _ => 1
  | 1, x => x
  | (n + 2), x =>
    ((2 * (n : ℝ) + 3) * x * legendre (n + 1) x - ((n : ℝ) + 1) * legendre n x) / ((n : ℝ) + 2)

/-- The boundary term at truncation `L`, a combination of `P_L` and `P_(L+1)`. -/
def boundary (h x : ℝ) (L : ℕ) : ℝ :=
  2 * ((L : ℝ) + 1) * (h ^ (L + 2) * legendre L x / (2 * (L : ℝ) + 3)
    - h ^ (L + 1) * legendre (L + 1) x / (2 * (L : ℝ) + 1))

/-- If the terms `h^l P_l(x)` of the Laplace expansion tend to zero, so does the
boundary term. -/
theorem boundary_tendsto_zero (h x : ℝ)
    (ht : Tendsto (fun l : ℕ => h ^ l * legendre l x) atTop (𝓝 0)) :
    Tendsto (boundary h x) atTop (𝓝 0) := by
  have ht1 := ht.comp (tendsto_add_atTop_nat 1)
  have hlim : Tendsto (fun L : ℕ => 1 * |h ^ 2 * (h ^ L * legendre L x)|
      + 2 * |h ^ (L + 1) * legendre (L + 1) x|) atTop (𝓝 0) := by
    simpa using ((ht.const_mul (h ^ 2)).abs.const_mul 1).add (ht1.abs.const_mul 2)
  refine squeeze_zero_norm (fun L => ?_) hlim
  have hL : (0 : ℝ) ≤ L := Nat.cast_nonneg L
  -- the rational prefactors are bounded by 1 and 2
  have ha : |2 * ((L : ℝ) + 1) / (2 * (L : ℝ) + 3)| ≤ 1 := by
    rw [abs_of_nonneg (by positivity), div_le_iff₀ (by positivity)]
    linarith
  have hb : |2 * ((L : ℝ) + 1) / (2 * (L : ℝ) + 1)| ≤ 2 := by
    rw [abs_of_nonneg (by positivity), div_le_iff₀ (by positivity)]
    linarith
  have e : boundary h x L
      = 2 * ((L : ℝ) + 1) / (2 * (L : ℝ) + 3) * (h ^ 2 * (h ^ L * legendre L x))
        - 2 * ((L : ℝ) + 1) / (2 * (L : ℝ) + 1) * (h ^ (L + 1) * legendre (L + 1) x) := by
    unfold boundary
    ring
  rw [e]
  refine (norm_sub_le _ _).trans ?_
  rw [Real.norm_eq_abs, Real.norm_eq_abs, abs_mul, abs_mul (2 * ((L : ℝ) + 1) / (2 * (L : ℝ) + 1))]
  exact add_le_add (mul_le_mul_of_nonneg_right ha (abs_nonneg _))
    (mul_le_mul_of_nonneg_right hb (abs_nonneg _))

end

end PartialWaveR12
```

Messages:

```
Main.lean:30:4: error: Type mismatch: After simplification, term
  Tendsto.add (Tendsto.const_mul 1 (Tendsto.abs (Tendsto.const_mul (h ^ 2) ht))) (Tendsto.const_mul 2 (Tendsto.abs ht1))
 has type
  Tendsto (fun x_1 => |h ^ 2| * (|h| ^ x_1 * |legendre x_1 x|) + 2 * (|h| ^ (x_1 + 1) * |legendre (x_1 + 1) x|)) atTop
    (𝓝 0)
but is expected to have type
  Tendsto (fun L => h ^ 2 * (|h| ^ L * |legendre L x|) + 2 * (|h| ^ (L + 1) * |legendre (L + 1) x|)) atTop (𝓝 0)
```

Cause. The error is in the proof of `hlim`. `simpa` simplifies both the goal and the type of the supplied term, then needs the results to match. In the goal, `simp` turned `|h ^ 2|` into `|h| ^ 2` and then into `h ^ 2`. In the term, `|h ^ 2|` stayed as it was, although `simp` did rewrite the other powers there. The difference is the exponent in `ht.const_mul (h ^ 2)`. Nothing in that expression says what type the numeral `2` has, and Lean makes it a natural number only by a default rule. `simpa using` elaborates its term with such defaults postponed, so the exponent's type was still open when `simp` ran, and the lemma `abs_pow`, which needs a natural-number exponent, did not apply. The two sides are equal as real numbers, but they no longer had the same form.

The repair first states the combined limit as `h0` with `have`, which completes the elaboration and makes the exponent a natural number. It then simplifies `h0` with only `mul_zero`, `abs_zero` and `add_zero`. These reduce the limit value, `1 * |h ^ 2 * 0| + 2 * |0|`, to `0`, and leave the absolute values in the function unsplit. The goal is not simplified at all, so `exact h0` can match it: the remaining difference, the composition with the shift `L + 1` in `ht1`, holds by definition.

The repair, with which the file compiles:

```diff
@@ -28,5 +28,7 @@
   have hlim : Tendsto (fun L : ℕ => 1 * |h ^ 2 * (h ^ L * legendre L x)|
       + 2 * |h ^ (L + 1) * legendre (L + 1) x|) atTop (𝓝 0) := by
-    simpa using ((ht.const_mul (h ^ 2)).abs.const_mul 1).add (ht1.abs.const_mul 2)
+    have h0 := ((ht.const_mul (h ^ 2)).abs.const_mul 1).add (ht1.abs.const_mul 2)
+    simp only [mul_zero, abs_zero, add_zero] at h0
+    exact h0
   refine squeeze_zero_norm (fun L => ?_) hlim
   have hL : (0 : ℝ) ≤ L := Nat.cast_nonneg L
```
